# For the orbital-rotation energy −cos 2t, a Newton step has the same cubic error at the minimum and the maximum

## One electron and one rotation angle

In a CASSCF calculation the orbitals and the configuration coefficients are varied until the energy is stationary. Second-order methods use Newton steps, often damped or level-shifted, which are built from the gradient and the Hessian of the energy. The parts that belong to orbital rotations alone are the orbital gradient and the orbital Hessian. A calculation may converge rapidly and still end at a stationary point that is not a minimum. Does the speed of convergence say anything about which kind of point has been reached?

A small model gives a definite answer. Take one electron and two orthonormal real orbitals $\varphi_1,\varphi_2$ that diagonalise the one-electron Hamiltonian with energies $-1$ and $+1$. Rotating the occupied orbital by an angle $t$ gives $\cos t\,\varphi_1+\sin t\,\varphi_2$, with energy

$$E(t)=-\cos^2 t+\sin^2 t=-\cos 2t .$$

At $t=0$ the electron is in the lower orbital and the energy has a global minimum. At $t=\pi/2$ it is in the upper orbital and the energy has a global maximum.

## The Newton map

The orbital gradient and Hessian are

$$E'(t)=2\sin 2t,\qquad E''(t)=4\cos 2t .$$

Newton's method chooses the new angle $s$ from $E''(t)(s-t)=-E'(t)$. Where $\cos 2t\neq 0$ this has exactly one solution,

$$s=N(t)=t-\tfrac12\tan 2t .$$

The result is that at every stationary point $c$ of $E$, whether minimum or maximum,

$$\lim_{t\to c}\frac{N(t)-c}{(t-c)^3}=-\frac43 .$$

Close to $c$, one step therefore turns an error $t-c$ into about $-\tfrac43(t-c)^3$. An error of $0.1$ radian becomes roughly $-0.0014$, at the minimum and at the maximum alike.

## The cubic limit at zero

Put $x=2t$. Then

$$N(t)=\frac{x-\tan x}{2}=\frac{x\cos x-\sin x}{2\cos x},\qquad t^3=\frac{x^3}{8},$$

and hence, for small $t\neq0$,

$$\frac{N(t)}{t^3}=\frac{4}{\cos x}\cdot\frac{x\cos x-\sin x}{x^3}.$$

For $|x|\le 1$, both $\cos x-(1-x^2/2)$ and $\sin x-(x-x^3/6)$ are at most $\tfrac{5}{96}|x|^4$ in absolute value. The polynomial parts combine to

$$x\left(1-\frac{x^2}{2}\right)-\left(x-\frac{x^3}{6}\right)=-\frac{x^3}{3},$$

and the remainders contribute at most $|x|\cdot\tfrac{5}{96}|x|^4+\tfrac{5}{96}|x|^4\le\tfrac{5}{48}|x|^4$. Dividing by $|x|^3$ gives

$$\left|\frac{x\cos x-\sin x}{x^3}+\frac13\right|\le\frac{5}{48}|x|\to0 .$$

Since $\cos x\to1$, the limit of $N(t)/t^3$ is $4\cdot(-\tfrac13)=-\tfrac43$.

## From the minimum to every stationary point

The tangent has period $\pi$, so for every integer $k$

$$N\!\left(t+\frac{k\pi}{2}\right)=t+\frac{k\pi}{2}-\frac12\tan(2t+k\pi)=N(t)+\frac{k\pi}{2}.$$

Physically, a rotation by $\pi/2$ changes the sign of $E$, and with it the signs of both gradient and Hessian. Their ratio, which is all that Newton's method uses, stays the same.

A stationary point satisfies $\sin 2c=0$, so $c=k\pi/2$ for some integer $k$. The shift relation, applied at $t-c$, gives $N(t)-c=N(t-c)$, and the limit at zero carries over to $c$.

The limit describes a single step, but convergence of repeated steps follows by a short argument that the file does not contain. Close enough to $c$ we have $|N(t)-c|\le\tfrac32|t-c|^3$, and if also $|t-c|\le\tfrac12$, each step reduces the error to at most $\tfrac38$ of its previous size.

## What a level shift changes

A level shift $\mu$ is a constant added to the Hessian. If it is large enough to make the shifted Hessian positive, the step points downhill. The shifted map is

$$M_\mu(t)=t-\frac{E'(t)}{E''(t)+\mu}.$$

By the quotient rule,

$$M_\mu'(t)=1-\frac{E''(t)\,(E''(t)+\mu)-E'(t)E'''(t)}{(E''(t)+\mu)^2}.$$

At a stationary point $E'(c)=0$, so where $E''(c)+\mu\neq0$

$$M_\mu'(c)=1-\frac{E''(c)}{E''(c)+\mu}=\frac{\mu}{E''(c)+\mu}.$$

This is $\mu/(4+\mu)$ at the minimum $0$ and $\mu/(-4+\mu)$ at the maximum $\pi/2$. For $\mu>2$, $\mu\neq4$, the first has modulus below one, and the second has modulus above one because $|\mu-4|<\mu$. Small errors then shrink at the minimum and grow at the maximum.

A positive shift alone does not achieve this separation: for $0<\mu<2$ the modulus at the maximum is still below one. The value $\mu=4$ is excluded because the shifted Hessian vanishes at $\pi/2$.

## How the Lean statements express the model

The functions `energy`, `orbGradient` and `orbHessian` are $E$, $E'$ and $E''$, with angles as real numbers in radians. The last two are defined by formulas, and `energy_derivatives` proves that they are the derivatives their names promise. `newtonMap` is $N$, and `shiftedNewton μ` is $M_\mu$.

`newton_equation` says that, if $\cos 2t\neq0$, a number $s$ solves the Newton equation exactly when it equals `newtonMap t`. Where the cosine vanishes, Lean's division by zero makes `newtonMap t` equal to $t$; these angles stay away from the stationary points and do not affect the limits.

In `newton_cubic_at_stationary` the hypothesis `orbGradient c = 0` says that $c$ is stationary. The notation `𝓝[≠] c` means that $t$ approaches $c$ from either side without being equal to it, and `𝓝 (-4 / 3)` names the limit. `newton_same_rate_min_max` collects four statements: $0$ is a global minimum, $\pi/2$ is a global maximum, and the cubic limit is $-\tfrac43$ at each.

`shift_separates_min_max` states the two derivatives of the shifted map together with the bounds on their moduli, for $\mu>2$ and $\mu\neq4$.

The model has one angle, no electron repulsion and no configuration coefficients to optimise alongside the orbitals. The third order also belongs to this particular energy, whose third derivative vanishes at every stationary point; for a general energy, one can only count on quadratic convergence of Newton's method near a stationary point with invertible Hessian. Within these limits, the example shows that fast convergence of unshifted Newton steps does not by itself establish a minimum. A positive Hessian at the stationary point does establish a local minimum; with several variables, this means that all eigenvalues of the Hessian are positive. In CASSCF that Hessian must include the configuration coefficients and their coupling to the orbitals; a positive orbital Hessian alone is not enough.

## The complete Lean file

```lean
import Mathlib

open Filter
open scoped Real Topology

namespace OrbitalNewton

noncomputable section

/-- Energy of a single orbital rotation by the angle `t`. -/
def energy (t : ℝ) : ℝ := -Real.cos (2 * t)

/-- Orbital gradient of the rotation energy. -/
def orbGradient (t : ℝ) : ℝ := 2 * Real.sin (2 * t)

/-- Orbital Hessian of the rotation energy. -/
def orbHessian (t : ℝ) : ℝ := 4 * Real.cos (2 * t)

/-- Unshifted Newton map for the rotation angle, meant for angles with `cos (2 t) ≠ 0`. -/
def newtonMap (t : ℝ) : ℝ := t - Real.tan (2 * t) / 2

/-- Newton map with level shift `μ` added to the Hessian, meant for angles at which the
shifted Hessian is nonzero. -/
def shiftedNewton (μ t : ℝ) : ℝ := t - orbGradient t / (orbHessian t + μ)

/-- The orbital gradient is the first derivative of the energy, and the orbital Hessian is the
derivative of the gradient. -/
theorem energy_derivatives (t : ℝ) :
    HasDerivAt energy (orbGradient t) t ∧ HasDerivAt orbGradient (orbHessian t) t := by
  have hl : HasDerivAt (fun x : ℝ => 2 * x) 2 t := by
    simpa using (hasDerivAt_id' t).const_mul (2 : ℝ)
  constructor
  · exact hl.cos.fun_neg.congr_deriv (by unfold orbGradient; ring)
  · exact (hl.sin.const_mul 2).congr_deriv (by unfold orbHessian; ring)

/-- Where `cos (2 t) ≠ 0`, the Newton equation "Hessian times step equals minus gradient" has
exactly one solution, and the new angle is the value of the Newton map. -/
theorem newton_equation {t : ℝ} (ht : Real.cos (2 * t) ≠ 0) (s : ℝ) :
    orbHessian t * (s - t) = -orbGradient t ↔ s = newtonMap t := by
  have key := Real.tan_mul_cos ht
  unfold orbHessian orbGradient newtonMap
  constructor
  · intro h
    apply mul_left_cancel₀ ht
    linear_combination h / 4 + key / 2
  · intro h
    rw [h]
    linear_combination (-2) * key

/-- The Newton map commutes with rotations by integer multiples of `π / 2`. -/
theorem newtonMap_add_int (k : ℤ) (t : ℝ) :
    newtonMap (t + k * π / 2) = newtonMap t + k * π / 2 := by
  unfold newtonMap
  have h : 2 * (t + k * π / 2) = 2 * t + k * π := by ring
  rw [h, Real.tan_add_int_mul_pi]
  ring

/-- The combination `x cos x - sin x` behaves as `-x³/3` for small `x`. -/
theorem tendsto_cubic_remainder :
    Tendsto (fun x : ℝ => (x * Real.cos x - Real.sin x) / x ^ 3) (𝓝[≠] 0) (𝓝 (-1 / 3)) := by
  rw [tendsto_iff_norm_sub_tendsto_zero]
  have hlim : Tendsto (fun x : ℝ => |x| * (5 / 48)) (𝓝 0) (𝓝 0) := by
    have h : Continuous (fun x : ℝ => |x| * (5 / 48)) := by fun_prop
    simpa using h.tendsto 0
  refine squeeze_zero' (Eventually.of_forall fun x => norm_nonneg _) ?_
    (hlim.mono_left nhdsWithin_le_nhds)
  filter_upwards [self_mem_nhdsWithin,
    nhdsWithin_le_nhds (Metric.ball_mem_nhds (0 : ℝ) one_pos)] with x hx hx1
  have hx0 : x ≠ 0 := hx
  have h1 : |x| ≤ 1 := by
    rw [Metric.mem_ball, Real.dist_eq, sub_zero] at hx1
    exact hx1.le
  -- Taylor bounds for sine and cosine
  have hs : |Real.sin x - (x - x ^ 3 / 6)| ≤ |x| ^ 4 * (5 / 96) := by
    have h := Real.sin_bound h1
    have h4 : 0 ≤ |x| ^ 4 := by positivity
    have h5 : |x| ^ 4 * |x| ≤ |x| ^ 4 * 1 := mul_le_mul_of_nonneg_left h1 h4
    have h6 : |x| ^ 5 = |x| ^ 4 * |x| := by ring
    linarith
  have tri : ∀ a b : ℝ, |a - b| ≤ |a| + |b| := fun a b => by
    simpa only [Real.norm_eq_abs] using norm_sub_le a b
  have hc := Real.cos_bound h1
  have e : (x * Real.cos x - Real.sin x) / x ^ 3 - (-1 / 3)
      = (x * (Real.cos x - (1 - x ^ 2 / 2)) - (Real.sin x - (x - x ^ 3 / 6))) / x ^ 3 := by
    field_simp
    ring
  rw [e, Real.norm_eq_abs, abs_div, abs_pow, div_le_iff₀ (by positivity)]
  calc |x * (Real.cos x - (1 - x ^ 2 / 2)) - (Real.sin x - (x - x ^ 3 / 6))|
      ≤ |x * (Real.cos x - (1 - x ^ 2 / 2))| + |Real.sin x - (x - x ^ 3 / 6)| :=
        tri _ _
    _ = |x| * |Real.cos x - (1 - x ^ 2 / 2)| + |Real.sin x - (x - x ^ 3 / 6)| := by
        rw [abs_mul]
    _ ≤ 1 * (|x| ^ 4 * (5 / 96)) + |x| ^ 4 * (5 / 96) := by gcongr
    _ = |x| * (5 / 48) * |x| ^ 3 := by ring

/-- Near the angle zero, one Newton step turns the error `t` into `-(4/3) t³` to leading
order. -/
theorem newton_cubic_at_zero :
    Tendsto (fun t : ℝ => newtonMap t / t ^ 3) (𝓝[≠] 0) (𝓝 (-4 / 3)) := by
  have h2 : Tendsto (fun t : ℝ => 2 * t) (𝓝[≠] 0) (𝓝[≠] 0) := by
    refine tendsto_nhdsWithin_iff.mpr ⟨?_, ?_⟩
    · have h : Continuous (fun t : ℝ => 2 * t) := by fun_prop
      have h0 : Tendsto (fun t : ℝ => 2 * t) (𝓝 0) (𝓝 0) := by simpa using h.tendsto 0
      exact h0.mono_left nhdsWithin_le_nhds
    · filter_upwards [self_mem_nhdsWithin] with t ht
      exact mul_ne_zero two_ne_zero ht
  have hcos : Tendsto (fun t : ℝ => Real.cos (2 * t)) (𝓝[≠] 0) (𝓝 1) := by
    have h : Continuous (fun t : ℝ => Real.cos (2 * t)) := by fun_prop
    have h0 : Tendsto (fun t : ℝ => Real.cos (2 * t)) (𝓝 0) (𝓝 1) := by
      simpa using h.tendsto 0
    exact h0.mono_left nhdsWithin_le_nhds
  have hq := ((tendsto_cubic_remainder.comp h2).const_mul 4).div hcos one_ne_zero
  have hv : (4 : ℝ) * (-1 / 3) / 1 = -4 / 3 := by norm_num
  rw [hv] at hq
  refine hq.congr' ?_
  filter_upwards [self_mem_nhdsWithin, hcos.eventually_ne one_ne_zero] with t ht hc
  have ht0 : t ≠ 0 := ht
  simp only [Pi.div_apply, Function.comp_apply, newtonMap, Real.tan_eq_sin_div_cos]
  field_simp
  ring

/-- At every stationary point `c` of the energy, the error after one unshifted Newton step, divided
by the cube of the error before it, tends to `-4/3` as the starting angle tends to `c`. -/
theorem newton_cubic_at_stationary {c : ℝ} (hc : orbGradient c = 0) :
    Tendsto (fun t : ℝ => (newtonMap t - c) / (t - c) ^ 3) (𝓝[≠] c) (𝓝 (-4 / 3)) := by
  -- stationary points are the integer multiples of π / 2
  have hsin : Real.sin (2 * c) = 0 := by
    unfold orbGradient at hc
    linarith
  obtain ⟨k, hk⟩ := Real.sin_eq_zero_iff.mp hsin
  have hck : (k : ℝ) * π / 2 = c := by linarith
  have hshift : Tendsto (fun t : ℝ => t - c) (𝓝[≠] c) (𝓝[≠] 0) := by
    refine tendsto_nhdsWithin_iff.mpr ⟨?_, ?_⟩
    · have h : Continuous (fun t : ℝ => t - c) := by fun_prop
      have h0 : Tendsto (fun t : ℝ => t - c) (𝓝 c) (𝓝 0) := by simpa using h.tendsto c
      exact h0.mono_left nhdsWithin_le_nhds
    · filter_upwards [self_mem_nhdsWithin] with t ht
      exact sub_ne_zero.mpr ht
  refine (newton_cubic_at_zero.comp hshift).congr fun t => ?_
  have h := newtonMap_add_int k (t - c)
  rw [hck, sub_add_cancel] at h
  simp only [Function.comp_apply]
  rw [h, add_sub_cancel_right]

/-- The angle `0` is a global minimum and `π / 2` a global maximum of the energy, and the Newton
error has the same cubic limit `-4/3` at both. -/
theorem newton_same_rate_min_max :
    (∀ t, energy 0 ≤ energy t) ∧ (∀ t, energy t ≤ energy (π / 2)) ∧
    Tendsto (fun t : ℝ => newtonMap t / t ^ 3) (𝓝[≠] 0) (𝓝 (-4 / 3)) ∧
    Tendsto (fun t : ℝ => (newtonMap t - π / 2) / (t - π / 2) ^ 3)
      (𝓝[≠] (π / 2)) (𝓝 (-4 / 3)) := by
  have hp : 2 * (π / 2) = π := by ring
  refine ⟨fun t => ?_, fun t => ?_, newton_cubic_at_zero, newton_cubic_at_stationary ?_⟩
  · unfold energy
    rw [mul_zero, Real.cos_zero]
    linarith [Real.cos_le_one (2 * t)]
  · unfold energy
    rw [hp, Real.cos_pi]
    linarith [Real.neg_one_le_cos (2 * t)]
  · unfold orbGradient
    rw [hp, Real.sin_pi, mul_zero]

/-- At a stationary point where the shifted Hessian is nonzero, the level-shifted Newton map has
derivative `μ / (Hessian + μ)`. -/
theorem shiftedNewton_deriv {μ c : ℝ} (hc : orbGradient c = 0) (hμ : orbHessian c + μ ≠ 0) :
    HasDerivAt (shiftedNewton μ) (μ / (orbHessian c + μ)) c := by
  have hl : HasDerivAt (fun x : ℝ => 2 * x) 2 c := by
    simpa using (hasDerivAt_id' c).const_mul (2 : ℝ)
  have hh : HasDerivAt (fun t => orbHessian t + μ) (4 * (-Real.sin (2 * c) * 2)) c :=
    (hl.cos.const_mul 4).add_const μ
  have h := (hasDerivAt_id' c).fun_sub ((energy_derivatives c).2.fun_div hh hμ)
  refine h.congr_deriv ?_
  rw [hc]
  field_simp
  ring

/-- For a level shift `μ > 2` with `μ ≠ 4`, the shifted Newton map contracts errors to first
order at the minimum `0` and amplifies them at the maximum `π / 2`. -/
theorem shift_separates_min_max {μ : ℝ} (h2 : 2 < μ) (h4 : μ ≠ 4) :
    (HasDerivAt (shiftedNewton μ) (μ / (4 + μ)) 0 ∧ |μ / (4 + μ)| < 1) ∧
    (HasDerivAt (shiftedNewton μ) (μ / (-4 + μ)) (π / 2) ∧ 1 < |μ / (-4 + μ)|) := by
  have hμ : 0 < μ := by linarith
  have hp : 2 * (π / 2) = π := by ring
  have hne : -4 + μ ≠ 0 := fun h => h4 (by linarith)
  have g0 : orbGradient 0 = 0 := by simp [orbGradient]
  have e0 : orbHessian 0 = 4 := by simp [orbHessian]
  have g1 : orbGradient (π / 2) = 0 := by
    unfold orbGradient
    rw [hp, Real.sin_pi, mul_zero]
  have e1 : orbHessian (π / 2) = -4 := by
    unfold orbHessian
    rw [hp, Real.cos_pi]
    norm_num
  refine ⟨⟨?_, ?_⟩, ⟨?_, ?_⟩⟩
  · have h := shiftedNewton_deriv (μ := μ) g0 (by rw [e0]; positivity)
    rwa [e0] at h
  · rw [abs_of_pos (by positivity), div_lt_one (by positivity)]
    linarith
  · have h := shiftedNewton_deriv (μ := μ) g1 (by rw [e1]; exact hne)
    rwa [e1] at h
  · rw [abs_div, one_lt_div (abs_pos.mpr hne), abs_of_pos hμ, abs_lt]
    constructor <;> linarith

end

end OrbitalNewton
```

```lean
#print axioms OrbitalNewton.newton_equation
-- 'OrbitalNewton.newton_equation' depends on axioms: [propext, Classical.choice, Quot.sound]
#print axioms OrbitalNewton.newton_same_rate_min_max
-- 'OrbitalNewton.newton_same_rate_min_max' depends on axioms: [propext, Classical.choice, Quot.sound]
#print axioms OrbitalNewton.shift_separates_min_max
-- 'OrbitalNewton.shift_separates_min_max' depends on axioms: [propext, Classical.choice, Quot.sound]
```

## The Newton equation and the shift relation in Lean

`energy_derivatives` differentiates $2t$ first and then applies the chain rule to the cosine and the sine.

In `newton_equation`, the auxiliary identity `key` is $\tan(2t)\cos(2t)=\sin(2t)$. In the forward direction, `mul_left_cancel₀ ht` reduces the goal to an equation multiplied by the nonzero cosine, and `linear_combination` assembles that equation from the hypothesis and `key`. The reverse direction substitutes the Newton map and uses `key` again.

`newtonMap_add_int` rewrites the doubled angle as $2t+k\pi$ and applies the periodicity of the tangent.

## The limits in Lean

`tendsto_cubic_remainder` is the limit $-\tfrac13$. It bounds the distance from the limit by $\tfrac{5}{48}|x|$ and concludes with `squeeze_zero'`. The Taylor estimates come from `Real.sin_bound` and `Real.cos_bound`, which require $|x|\le1$; `filter_upwards` restricts the argument to such nonzero $x$. The identity `e` separates the two remainders from the polynomial part, and the final `calc` block adds their bounds by the triangle inequality.

`newton_cubic_at_zero` composes this limit with $t\mapsto2t$. For that, `h2` shows that $2t$ tends to zero while remaining nonzero. The result is multiplied by $4$ and divided by $\cos 2t$, which tends to $1$. The step `hq.congr'` then identifies the quotient with $N(t)/t^3$ at all nonzero $t$ close enough to zero for the cosine not to vanish.

`newton_cubic_at_stationary` obtains the integer $k$ from `Real.sin_eq_zero_iff`, composes the limit at zero with $t\mapsto t-c$, and uses `newtonMap_add_int` to replace $N(t-c)$ by $N(t)-c$. `newton_same_rate_min_max` adds the bounds $-1\le\cos 2t\le1$, which identify the global minimum and maximum.

## The shifted map in Lean

`shiftedNewton_deriv` applies the quotient rule through `fun_div`. Rewriting with `hc` sets the gradient to zero, which removes the term containing the derivative of the Hessian, and `field_simp` and `ring` simplify the rest to $\mu/(E''(c)+\mu)$.

`shift_separates_min_max` evaluates the Hessian as $4$ and $-4$ and inserts these values. The bound at the minimum reduces to $\mu<4+\mu$. At the maximum, `abs_lt` splits $|-4+\mu|<\mu$ into $-\mu<-4+\mu$ and $-4+\mu<\mu$; the first of these is where $\mu>2$ is used.
